# Correlation factor of an fcc tracer beside a vacancy that loses memory at a given rate

Q: A tracer atom in an fcc crystal has just swapped places with a vacancy. The vacancy now sits right behind it, so the next jump is biased towards undoing the last. How do you turn that into a number?

A: Put the tracer at the origin and the vacancy at a neighbour site s. The vacancy has 12 neighbours:

- the tracer, with which it exchanges at rate w2;
- four sites that also neighbour the tracer, each reached at rate w1;
- seven sites further out, each reached at rate w3.

Let F be the effective fraction of outward jumps that erase the directional memory; the others count as returns to s. Memory is then lost at rate L = 7F w3, taken to be positive, while w1 and w2 are not negative. The mean next tracer jump u(s) obeys

(w2 + 4w1 + L) u(s) = w2 s + w1 Σ u(t), t over the four adjacent sites.

For s = (1,1,0) these are (1,0,±1) and (0,1,±1), with sum 2s. The same holds at every s, so trying u(s) = τs gives

(w2 + 4w1 + L) τ = w2 + 2w1 τ, so τ = w2/(w2 + 2w1 + L).

Q: That is a guess that works. Could another solution exist?

A: No. Let a be one component of the difference of two solutions, and let |a| be largest at site m. With K = w2 + L > 0,

(K + 4w1)|a(m)| ≤ 4w1 |a(m)|,

so a vanishes on all 12 sites.

Q: And the jumps after the next one?

A: An exchange along s leaves the vacancy at −s. Each further jump therefore multiplies the mean by −τ, and jump n, counted from zero, has mean (−1)ⁿ τⁿ⁺¹ s. After a jump s the vacancy is at −s, so the mean cosines are (−τ)ⁿ⁺¹. As 0 ≤ τ < 1, their series converges. The correlation factor f, defined as one plus twice the sum of the mean cosines, is

f = 1 + 2 Σ (−τ)ⁿ⁺¹ = 1 − 2τ/(1 + τ) = (1 − τ)/(1 + τ) = (2w1 + L)/(2w2 + 2w1 + L).

Q: Try it with numbers.

A: Take w1 = 1, w2 = 4, w3 = 4/7 and F = 1/2, in any common rate unit. Then L = 2 and τ = 4/8 = 1/2. The balance reads 10 · ½ s = 4s + ½ · 2s, which is 5s on both sides, and f = 4/12 = 1/3.

Q: Now the formal version. Is its geometry really fcc?

A: Sites are integer vectors in units of half the cubic cell edge. `shell` collects those of squared length 2, and `adjacent s` those shell sites at squared distance 2 from `s`.

In Lean 4 with Mathlib:

```lean
import Mathlib

open Matrix

namespace FccVacancyCorrelation

noncomputable section

/-- The nearest-neighbour vectors of an fcc site, in units of half the cubic cell edge. -/
def shell : Finset (Fin 3 → ℤ) :=
  (Fintype.piFinset fun _ => ({-1, 0, 1} : Finset ℤ)).filter fun s => s ⬝ᵥ s = 2

/-- The shell sites that are themselves nearest neighbours of `s`. -/
def adjacent (s : Fin 3 → ℤ) : Finset (Fin 3 → ℤ) :=
  shell.filter fun t => (t - s) ⬝ᵥ (t - s) = 2

/-- A lattice vector read as a real displacement. -/
def siteVec (s : Fin 3 → ℤ) : Fin 3 → ℝ := fun i => (s i : ℝ)
```

Q: Where does the physics enter?

A: In `Balance`, which is the equation above with a general source `g` in place of s. It is assumed, not derived from a random process, and it constrains `u` only on the shell. Memory loss contributes zero because later jumps then have no preferred direction.

```lean
/-- Balance equation for a mean vector `u s` with the vacancy at shell site `s`: exchange with the
tracer (rate `w2`) yields `g s`, a jump within the shell (rate `w1`) yields `u` at the new site,
and loss of memory (rate `L`) yields zero. -/
def Balance (w1 w2 L : ℝ) (g u : (Fin 3 → ℤ) → Fin 3 → ℝ) : Prop :=
  ∀ s ∈ shell, (w2 + 4 * w1 + L) • u s = w2 • g s + w1 • ∑ t ∈ adjacent s, u t

/-- The ratio `w2 / (w2 + 2 w1 + L)`, for rates with `w2 + 2 w1 + L ≠ 0`. -/
def tau (w1 w2 L : ℝ) : ℝ := w2 / (w2 + 2 * w1 + L)
```

Q: And the correlation between jumps?

A: `MeanJumps` chains the balances: the source for jump `n + 1` is jump `n` evaluated at `-s`. `meanCosine` projects the later jump on the first and divides by the squared jump length.

```lean
/-- `U n s` is the mean of tracer jump number `n` (counted from zero) with the vacancy now at `s`.
An exchange moves the tracer by `s` and leaves the vacancy at `-s`. -/
def MeanJumps (w1 w2 L : ℝ) (U : ℕ → (Fin 3 → ℤ) → Fin 3 → ℝ) : Prop :=
  Balance w1 w2 L siteVec (U 0) ∧ ∀ n, Balance w1 w2 L (fun s => U n (-s)) (U (n + 1))

/-- Mean cosine between a tracer jump `s`, which leaves the vacancy at `-s`, and the jump that
follows it after `n` others; meant for `s` in `shell`, where all jumps have the same length. -/
def meanCosine (U : ℕ → (Fin 3 → ℤ) → Fin 3 → ℝ) (s : Fin 3 → ℤ) (n : ℕ) : ℝ :=
  (siteVec s ⬝ᵥ U n (-s)) / (siteVec s ⬝ᵥ siteVec s)
```

Q: How is the geometry established?

A: The first lemma shows that the search over entries −1, 0, 1 misses no vector of squared length 2. The second checks the counts and the sum 2s by direct enumeration.

```lean
/-- The shell consists of all integer vectors of squared length 2. -/
theorem mem_shell_iff (s : Fin 3 → ℤ) : s ∈ shell ↔ s ⬝ᵥ s = 2 := by
  simp only [shell, Finset.mem_filter, Fintype.mem_piFinset, Finset.mem_insert,
    Finset.mem_singleton, and_iff_right_iff_imp]
  intro h i
  have hi : s i * s i ≤ s ⬝ᵥ s :=
    Finset.single_le_sum (f := fun j => s j * s j) (fun j _ => mul_self_nonneg (s j))
      (Finset.mem_univ i)
  rw [h] at hi
  have hu : s i ≤ 1 := by nlinarith
  have hl : -1 ≤ s i := by nlinarith
  omega

/-- The shell has 12 sites and is symmetric under inversion; each site has 4 adjacent shell sites,
whose vectors add up to twice the vector of the site. -/
theorem shell_geometry : shell.card = 12 ∧ (∀ s ∈ shell, -s ∈ shell) ∧
    (∀ s ∈ shell, (adjacent s).card = 4) ∧
    ∀ s ∈ shell, ∀ i, ∑ t ∈ adjacent s, t i = 2 * s i := by
  decide +kernel
```

Q: And uniqueness?

A: This is the largest-modulus argument, component by component.

```lean
/-- With a positive total loss rate `K`, the homogeneous balance equation on the shell has only
the zero solution. -/
theorem shell_maximum_principle {w1 K : ℝ} (h1 : 0 ≤ w1) (hK : 0 < K) {a : (Fin 3 → ℤ) → ℝ}
    (h : ∀ s ∈ shell, (K + 4 * w1) * a s = w1 * ∑ t ∈ adjacent s, a t) :
    ∀ s ∈ shell, a s = 0 := by
  intro s hs
  -- look at the site where the solution is largest in modulus
  obtain ⟨m, hm, hmax⟩ := Finset.exists_max_image shell (fun t => |a t|) ⟨s, hs⟩
  have hsum : |∑ t ∈ adjacent m, a t| ≤ 4 * |a m| := by
    calc |∑ t ∈ adjacent m, a t| ≤ ∑ t ∈ adjacent m, |a t| := Finset.abs_sum_le_sum_abs _ _
      _ ≤ ∑ _t ∈ adjacent m, |a m| :=
        Finset.sum_le_sum fun t ht => hmax t (Finset.mem_filter.mp ht).1
      _ = 4 * |a m| := by
        rw [Finset.sum_const, shell_geometry.2.2.1 m hm, nsmul_eq_mul]
        norm_num
  have habs := congrArg abs (h m hm)
  rw [abs_mul, abs_mul, abs_of_pos (by linarith : 0 < K + 4 * w1), abs_of_nonneg h1] at habs
  have hm0 : |a m| ≤ 0 := by
    by_contra hc
    have h3 := mul_pos hK (not_le.mp hc)
    have h4 := mul_le_mul_of_nonneg_left hsum h1
    linarith
  have hsm : |a s| ≤ |a m| := hmax s hs
  exact abs_eq_zero.mp (le_antisymm (hsm.trans hm0) (abs_nonneg _))
```

From here on, w1, w2 ≥ 0 and L > 0. `balance_iff` then treats any source c s. In one direction it applies that lemma to the deviation from cτs; in the other it substitutes. The case c = 1 is the mean next jump.

```lean
theorem tau_mul {w1 w2 L : ℝ} (h1 : 0 ≤ w1) (h2 : 0 ≤ w2) (hL : 0 < L) :
    tau w1 w2 L * (w2 + 2 * w1 + L) = w2 := by
  have hD : w2 + 2 * w1 + L ≠ 0 := by positivity
  unfold tau
  field_simp

/-- For a source `c s` proportional to the site vector, the balance equation holds exactly when
`u s = c tau s` on the shell. -/
theorem balance_iff {w1 w2 L : ℝ} (h1 : 0 ≤ w1) (h2 : 0 ≤ w2) (hL : 0 < L) (c : ℝ)
    {g u : (Fin 3 → ℤ) → Fin 3 → ℝ} (hg : ∀ s ∈ shell, g s = c • siteVec s) :
    Balance w1 w2 L g u ↔ ∀ s ∈ shell, u s = (c * tau w1 w2 L) • siteVec s := by
  have ht := tau_mul h1 h2 hL
  have hK : 0 < w2 + L := by linarith
  have hv : ∀ s ∈ shell, ∀ i, ∑ t ∈ adjacent s, siteVec t i = 2 * siteVec s i := by
    intro s hs i
    simp only [siteVec]
    exact_mod_cast shell_geometry.2.2.2 s hs i
  constructor
  · intro h s hs
    ext i
    -- the deviation from the proposed solution solves the homogeneous equation
    have hz : ∀ s ∈ shell, (w2 + L + 4 * w1) * (u s i - c * tau w1 w2 L * siteVec s i)
        = w1 * ∑ t ∈ adjacent s, (u t i - c * tau w1 w2 L * siteVec t i) := by
      intro s hs
      have e := congrFun (h s hs) i
      simp only [Pi.add_apply, Pi.smul_apply, smul_eq_mul, Finset.sum_apply, hg s hs] at e
      rw [Finset.sum_sub_distrib, ← Finset.mul_sum, hv s hs i]
      linear_combination e - c * siteVec s i * ht
    have h0 : u s i - c * tau w1 w2 L * siteVec s i = 0 :=
      shell_maximum_principle (a := fun t => u t i - c * tau w1 w2 L * siteVec t i) h1 hK hz s hs
    simp only [Pi.smul_apply, smul_eq_mul]
    linarith
  · intro h s hs
    ext i
    have hsum : ∑ t ∈ adjacent s, u t i = c * tau w1 w2 L * (2 * siteVec s i) := by
      rw [← hv s hs i, Finset.mul_sum]
      refine Finset.sum_congr rfl fun t ht' => ?_
      simp only [h t (Finset.mem_filter.mp ht').1, Pi.smul_apply, smul_eq_mul]
    simp only [Pi.add_apply, Pi.smul_apply, smul_eq_mul, Finset.sum_apply, hg s hs, h s hs, hsum]
    linear_combination c * siteVec s i * ht

/-- The mean next tracer jump with the vacancy at `s` is `tau s`, and this is the only solution
of the balance equation on the shell. -/
theorem mean_next_jump_iff {w1 w2 L : ℝ} (h1 : 0 ≤ w1) (h2 : 0 ≤ w2) (hL : 0 < L)
    (u : (Fin 3 → ℤ) → Fin 3 → ℝ) :
    Balance w1 w2 L siteVec u ↔ ∀ s ∈ shell, u s = tau w1 w2 L • siteVec s := by
  have h := balance_iff (u := u) h1 h2 hL 1 (g := siteVec) (fun s _ => (one_smul ℝ _).symm)
  rwa [one_mul] at h
```

Q: Does the whole sequence follow?

A: By induction, with `step` supplying the factor −τ.

```lean
theorem siteVec_neg (s : Fin 3 → ℤ) : siteVec (-s) = -siteVec s := by
  ext i
  simp [siteVec]

/-- The successive mean tracer jumps with the vacancy at `s` are `(-1)^n tau^(n+1) s`, and no
other sequence satisfies the balance equations on the shell. -/
theorem meanJumps_iff {w1 w2 L : ℝ} (h1 : 0 ≤ w1) (h2 : 0 ≤ w2) (hL : 0 < L)
    (U : ℕ → (Fin 3 → ℤ) → Fin 3 → ℝ) : MeanJumps w1 w2 L U ↔
      ∀ n, ∀ s ∈ shell, U n s = ((-1) ^ n * tau w1 w2 L ^ (n + 1)) • siteVec s := by
  -- one further exchange multiplies the mean jump by `-tau`
  have step : ∀ n, (∀ s ∈ shell, U n s = ((-1) ^ n * tau w1 w2 L ^ (n + 1)) • siteVec s) →
      (Balance w1 w2 L (fun s => U n (-s)) (U (n + 1)) ↔ ∀ s ∈ shell,
        U (n + 1) s = ((-1) ^ (n + 1) * tau w1 w2 L ^ (n + 1 + 1)) • siteVec s) := by
    intro n ih
    have hg : ∀ s ∈ shell, (fun s => U n (-s)) s
        = (-((-1) ^ n * tau w1 w2 L ^ (n + 1))) • siteVec s := by
      intro s hs
      change U n (-s) = _
      rw [ih (-s) (shell_geometry.2.1 s hs), siteVec_neg, smul_neg, neg_smul]
    have hc : -((-1) ^ n * tau w1 w2 L ^ (n + 1)) * tau w1 w2 L
        = (-1) ^ (n + 1) * tau w1 w2 L ^ (n + 1 + 1) := by ring
    have h := balance_iff (u := U (n + 1)) h1 h2 hL _ hg
    rwa [hc] at h
  constructor
  · rintro ⟨h0, hn⟩ n
    induction n with
    | zero =>
      intro s hs
      rw [(mean_next_jump_iff h1 h2 hL _).mp h0 s hs]
      simp
    | succ n ih => exact (step n ih).mp (hn n)
  · intro h
    refine ⟨(mean_next_jump_iff h1 h2 hL _).mpr fun s hs => ?_, fun n => (step n (h n)).mpr (h _)⟩
    rw [h 0 s hs]
    simp
```

Q: So what does the last theorem say?

A: For w1, w2 ≥ 0 and w3, F > 0, any `U` satisfying `MeanJumps` has a summable cosine series, and one plus twice its sum is the ratio of rates. The proof rewrites the cosines as a geometric sequence and sums it.

```lean
/-- The ratio `(1 - tau) / (1 + tau)` in terms of the jump rates. -/
theorem tau_ratio {w1 w2 L : ℝ} (h1 : 0 ≤ w1) (h2 : 0 ≤ w2) (hL : 0 < L) :
    (1 - tau w1 w2 L) / (1 + tau w1 w2 L) = (2 * w1 + L) / (2 * w2 + 2 * w1 + L) := by
  have h0 : 0 ≤ tau w1 w2 L := div_nonneg h2 (by positivity)
  rw [div_eq_div_iff (by positivity) (by positivity)]
  linear_combination (-2) * tau_mul h1 h2 hL

/-- Correlation factor of the fcc tracer: the series of mean cosines converges, and one plus twice
its sum is `(2 w1 + 7 F w3) / (2 w2 + 2 w1 + 7 F w3)`. -/
theorem correlation_factor {w1 w2 w3 F : ℝ} (h1 : 0 ≤ w1) (h2 : 0 ≤ w2) (h3 : 0 < w3)
    (hF : 0 < F) {U : ℕ → (Fin 3 → ℤ) → Fin 3 → ℝ} (hU : MeanJumps w1 w2 (7 * F * w3) U)
    {s : Fin 3 → ℤ} (hs : s ∈ shell) :
    Summable (meanCosine U s) ∧ 1 + 2 * ∑' n, meanCosine U s n
      = (2 * w1 + 7 * F * w3) / (2 * w2 + 2 * w1 + 7 * F * w3) := by
  have hL : 0 < 7 * F * w3 := by positivity
  have hratio := tau_ratio h1 h2 hL
  have hJ := (meanJumps_iff h1 h2 hL U).mp hU
  have h0 : 0 ≤ tau w1 w2 (7 * F * w3) := div_nonneg h2 (by positivity)
  have hlt : tau w1 w2 (7 * F * w3) < 1 := by
    unfold tau
    rw [div_lt_one (by positivity)]
    linarith
  generalize tau w1 w2 (7 * F * w3) = τ at hratio hJ h0 hlt
  have hss : siteVec s ⬝ᵥ siteVec s = 2 := by
    have h := (mem_shell_iff s).mp hs
    simp only [dotProduct, siteVec] at h ⊢
    exact_mod_cast h
  -- the mean cosines form a geometric sequence with ratio `-τ`
  have hcos : meanCosine U s = fun n => -τ * (-τ) ^ n := by
    funext n
    unfold meanCosine
    rw [hJ n (-s) (shell_geometry.2.1 s hs), siteVec_neg, dotProduct_smul, dotProduct_neg, hss,
      smul_eq_mul, neg_pow τ n]
    ring
  have habs : |-τ| < 1 := by rwa [abs_neg, abs_of_nonneg h0]
  have hsum := (hasSum_geometric_of_abs_lt_one habs).mul_left (-τ)
  rw [← hcos] at hsum
  refine ⟨hsum.summable, ?_⟩
  have hne : 1 + τ ≠ 0 := by positivity
  rw [hsum.tsum_eq, ← hratio, sub_neg_eq_add, eq_div_iff hne]
  linear_combination (-2 * τ) * mul_inv_cancel₀ hne

end

end FccVacancyCorrelation
```

```lean
#print axioms FccVacancyCorrelation.correlation_factor
```

```
'FccVacancyCorrelation.correlation_factor' depends on axioms: [propext, Classical.choice, Quot.sound]
```

Q: What is left to trust, and where would I meet this formula?

A: You must trust the balance equation, which is assumed, and F, which enters as a given constant although it depends on how the vacancy moves further out. You meet the formula in impurity diffusion calculations for a dilute fcc alloy with isolated vacancies. Computed barriers and attempt frequencies give the rates at each temperature, a separate calculation supplies F, and one line of code evaluates f, which multiplies the uncorrelated tracer diffusion coefficient.
